# The imaginary-time derivative of a finite Matsubara path sends the amplitude of each mode k to mode −k, multiplied by k

The theorem `path_hasDerivAt` concerns a real, one-coordinate path in imaginary time, built from the 2M + 1 Matsubara modes cos kθ + sin kθ with k = −M, …, M and arbitrary real amplitudes q. Imaginary time is measured as an angle θ, so the derivative is taken with respect to θ and carries no factor of temperature. The theorem states that at every θ this derivative is the value of another path of the same kind, with amplitudes Gq, where (Gq)ₖ = −k q₋ₖ. The proof first shows that the derivative of mode k is k times mode −k, then sums over the modes and relabels k as −k to recover the matrix product.

An attempt in Lean 4 with a fault in it:

```lean
import Mathlib

open Matrix
open scoped Matrix.Norms.Operator

namespace MatsubaraPhase

noncomputable section

/-- The harmonic number `k = -M, …, M` of a Matsubara mode. -/
def harmonic (M : ℕ) (i : Fin (2 * M + 1)) : ℝ := ((i : ℕ) : ℝ) - M

/-- The real Matsubara mode `cos kθ + sin kθ`, with imaginary time measured as an angle `θ`. -/
def mode (M : ℕ) (i : Fin (2 * M + 1)) (θ : ℝ) : ℝ :=
  Real.cos (harmonic M i * θ) + Real.sin (harmonic M i * θ)

/-- The imaginary-time path with mode amplitudes `q`. -/
def path (M : ℕ) (q : Fin (2 * M + 1) → ℝ) (θ : ℝ) : ℝ := ∑ i, q i * mode M i θ

/-- The matrix that couples each mode `k` to the mode `-k` with strength `k`. -/
def generator (M : ℕ) : Matrix (Fin (2 * M + 1)) (Fin (2 * M + 1)) ℝ :=
  Matrix.of fun i j => if j = i.rev then harmonic M j else 0

/-- Reversing the mode index changes the sign of the harmonic number. -/
theorem harmonic_rev (M : ℕ) (i : Fin (2 * M + 1)) : harmonic M i.rev = -harmonic M i := by
  have h : (i.rev : ℕ) + (i : ℕ) = 2 * M := by
    rw [Fin.val_rev]
    omega
  have h' : ((i.rev : ℕ) : ℝ) + ((i : ℕ) : ℝ) = 2 * M := by exact_mod_cast h
  unfold harmonic
  linarith

/-- The velocity of the path in imaginary time is the path with mode amplitudes `G q`. -/
theorem path_hasDerivAt (M : ℕ) (q : Fin (2 * M + 1) → ℝ) (θ : ℝ) :
    HasDerivAt (path M q) (path M (generator M *ᵥ q) θ) θ := by
  have hm : ∀ i, HasDerivAt (mode M i) (harmonic M i * mode M i.rev θ) θ := by
    intro i
    have hl : HasDerivAt (fun x => harmonic M i * x) (harmonic M i) θ := by
      simpa using (hasDerivAt_id θ).const_mul (harmonic M i)
    refine HasDerivAt.congr_deriv (hl.cos.add hl.sin) ?_
    rw [mode, harmonic_rev, neg_mul, Real.cos_neg, Real.sin_neg]
    ring
  have hs : HasDerivAt (fun x => ∑ i, q i * mode M i x)
      (∑ i, q i * (harmonic M i * mode M i.rev θ)) θ :=
    HasDerivAt.fun_sum fun i _ => (hm i).const_mul (q i)
  refine HasDerivAt.congr_deriv hs ?_
  rw [path, ← Equiv.sum_comp Fin.revPerm]
  refine Finset.sum_congr rfl fun i _ => ?_
  simp [generator, Matrix.mulVec, dotProduct]
  ring

end

end MatsubaraPhase
```

Messages:

```
Main.lean:41:37: error: Tactic `rewrite` failed: Did not find an occurrence of the pattern
  Real.cos (-?x)
in the target expression
  -(Real.sin (harmonic M i * θ) * harmonic M i) + Real.cos (harmonic M i * θ) * harmonic M i =
    harmonic M i * (Real.cos (-harmonic M i * θ) + Real.sin (-harmonic M i * θ))

M : ℕ
q : Fin (2 * M + 1) → ℝ
θ : ℝ
i : Fin (2 * M + 1)
hl : HasDerivAt (fun x => harmonic M i * x) (harmonic M i) θ
⊢ -(Real.sin (harmonic M i * θ) * harmonic M i) + Real.cos (harmonic M i * θ) * harmonic M i =
    harmonic M i * (Real.cos (-harmonic M i * θ) + Real.sin (-harmonic M i * θ))
```

What went wrong. The error says that `rw` found no cosine of a negated argument when it reached `Real.cos_neg`. The goal does contain `Real.cos (-harmonic M i * θ)`, but its argument is a product whose first factor is negated, which does not match the form `-?x`.

The preceding `neg_mul` was meant to move that minus sign to the front of the product. However, `rw` fixes the variables of a lemma at the first match and rewrites only instances of that one expression. Here the match was the derivative of the cosine on the left-hand side, which became `-(Real.sin (harmonic M i * θ) * harmonic M i)`. The arguments on the right were left unchanged.

The repair replaces `rw` with `simp only`, keeping the same lemmas. `simp only` can use `neg_mul` repeatedly with different values of its variables, so it also turns the arguments on the right into `-(harmonic M i * θ)`. `Real.cos_neg` and `Real.sin_neg` then apply, and `ring` proves the remaining identity.

The repair, with which the file compiles:

```diff
@@ -39,5 +39,5 @@
       simpa using (hasDerivAt_id θ).const_mul (harmonic M i)
     refine HasDerivAt.congr_deriv (hl.cos.add hl.sin) ?_
-    rw [mode, harmonic_rev, neg_mul, Real.cos_neg, Real.sin_neg]
+    simp only [mode, harmonic_rev, neg_mul, Real.cos_neg, Real.sin_neg]
     ring
   have hs : HasDerivAt (fun x => ∑ i, q i * mode M i x)
```
